# Photoemission linewidth for two linear bands with Lorentzian broadening

When a band disperses perpendicular to the surface, damping of the outgoing electron also broadens its photoemission peak. Reading the peak width directly as the broadening of the photohole then counts that damping as hole decay. Take half-widths of 0.05 eV for the hole and 1 eV for the final state, with band slopes $-1$ and $4$ eV Å in the perpendicular direction. The peak then has half-width 0.24 eV, nearly five times the hole's. For two straight bands with constant Lorentzian broadening, the formula below shows how the two half-widths combine.

## Straight bands at fixed parallel momentum

Let $L_g(x)=g/(\pi(x^2+g^2))$, where $g$ is a half-width at half maximum. The initial and final bands have slopes $v_i,v_f$ in the perpendicular wave number $k$ and half-widths $g_i,g_f$. The current at initial energy $E$, measured from the initial band at $k=0$, is

$$I(E)=\int_{-\infty}^{\infty}L_{g_i}(E-v_ik)\,L_{g_f}(E+w-v_fk)\,dk .$$

Here $\hbar=1$, and $w$ is the photon energy less the band separation at $k=0$. Transition matrix elements are constant, and there is no Fermi cutoff. In Lean, `photocurrent` is this integral; `stpWidth` and `transitionEnergy` name the width and peak position derived below.

```lean
import Mathlib

open MeasureTheory Filter Topology Real

namespace PhotoemissionLinewidth

noncomputable section

/-- The Lorentzian of half-width `g > 0`, as a function of the detuning `x`. -/
def lorentzian (g x : ℝ) : ℝ := g / (π * (x ^ 2 + g ^ 2))

/-- The photocurrent at initial energy `E`, where `w` is the photon energy less the band separation
at `k = 0`: the overlap, summed over the perpendicular wave number `k`, of an initial and a final
band with linear dispersions. -/
def photocurrent (gi gf vi vf w E : ℝ) : ℝ :=
  ∫ k : ℝ, lorentzian gi (E - vi * k) * lorentzian gf (E + w - vf * k)

/-- The Smith-Thiry-Petroff half-width, for nonzero and distinct band velocities. -/
def stpWidth (gi gf vi vf : ℝ) : ℝ := (gi / |vi| + gf / |vf|) / |1 / vi - 1 / vf|

/-- The initial energy at which the transition between the two linear bands is direct,
for distinct velocities. -/
def transitionEnergy (vi vf w : ℝ) : ℝ := vi * w / (vf - vi)
```

## Positive half-widths: both states decay

Positivity is used to integrate a product of two resonances. For $a,b>0$ and centres $p,q$, write $D=p-q$, $P=(x-p)^2+a^2$, $Q=(x-q)^2+b^2$ and $N=(D^2+(a+b)^2)(D^2+(a-b)^2)$. If $N\neq0$, a primitive of $1/(PQ)$ is

$$\frac1N\Big[D\ln\frac QP+\frac{D^2+b^2-a^2}{a}\arctan\frac{x-p}{a}+\frac{D^2+a^2-b^2}{b}\arctan\frac{x-q}{b}\Big].$$

To check it, put $y=x-p$ and $s=D^2+b^2-a^2$, so $Q=P+2Dy+s$. Over the denominator $NPQ$, the derivative has numerator
$$Q(s-2Dy)+P(3D^2+a^2-b^2+2Dy)=4D^2(P-y^2)+s^2=4D^2a^2+s^2=N.$$

The logarithm vanishes at both ends and each arctangent gains $\pi$. Since $b(D^2+b^2-a^2)+a(D^2+a^2-b^2)=(a+b)(D^2+(a-b)^2)$,

$$\int\frac{dx}{PQ}=\frac{\pi(a+b)}{ab\,(D^2+(a+b)^2)} .$$

If $N=0$, then $p=q$ and $a=b$. The primitive $\big[y/P+\arctan(y/a)/a\big]/(2a^2)$ gives $\pi/(2a^3)$, in agreement. Multiplying by $ab/\pi^2$ yields $\int L_a(x-p)L_b(x-q)\,dx=L_{a+b}(p-q)$: half-widths add.

`IsEnd` collects the limits needed at either end of the line. In `integral_resonances`, `hint` proves integrability by domination, `key` turns a primitive into an integral, and `by_cases` separates the two primitives. Positivity keeps $P$ and $Q$ nonzero; the case split deals with $N$.

With $a=0<b$, the defined $L_a$ is zero, not a delta function. The integral of the product then vanishes while $L_{a+b}(p-q)$ does not, so nonnegative half-widths are insufficient.

```lean
/-- The filter `l` runs to an end of the real line at which every shifted arctangent, with its
argument divided by a positive scale, tends to `t`. -/
def IsEnd (l : Filter ℝ) (t : ℝ) : Prop :=
  Tendsto (fun x : ℝ => x⁻¹) l (𝓝 0) ∧ (∀ᶠ x in l, x ≠ 0) ∧
    ∀ s c : ℝ, 0 < c → Tendsto (fun x => Real.arctan ((x - s) / c)) l (𝓝 t)

/-- The filters `atTop` and `atBot` are ends of the line in the sense of `IsEnd`, with arctangent
limits `π/2` and `-π/2`. -/
theorem isEnd_both : IsEnd atTop (π / 2) ∧ IsEnd atBot (-(π / 2)) := by
  refine ⟨⟨tendsto_inv_atTop_zero, eventually_ne_atTop 0, fun s c hc => ?_⟩,
    ⟨?_, eventually_ne_atBot 0, fun s c hc => ?_⟩⟩
  · have h : Tendsto (fun x : ℝ => x - s) atTop atTop := by
      simpa [sub_eq_add_neg] using tendsto_atTop_add_const_right atTop (-s) tendsto_id
    exact (Real.tendsto_arctan_atTop.mono_right nhdsWithin_le_nhds).comp (h.atTop_div_const hc)
  · have h : Tendsto (fun x : ℝ => (-x)⁻¹) atBot (𝓝 0) :=
      tendsto_inv_atTop_zero.comp tendsto_neg_atBot_atTop
    simpa [inv_neg] using h.neg
  · have h : Tendsto (fun x : ℝ => x - s) atBot atBot := by
      simpa [sub_eq_add_neg] using tendsto_atBot_add_const_right atBot (-s) tendsto_id
    exact (Real.tendsto_arctan_atBot.mono_right nhdsWithin_le_nhds).comp (h.atBot_div_const hc)

/-- The overlap integral of two resonance denominators with positive half-widths `a`, `b`
and centres `p`, `q`. -/
theorem integral_resonances {a b : ℝ} (ha : 0 < a) (hb : 0 < b) (p q : ℝ) :
    ∫ x : ℝ, 1 / (((x - p) ^ 2 + a ^ 2) * ((x - q) ^ 2 + b ^ 2)) =
      π * (a + b) / (a * b * ((p - q) ^ 2 + (a + b) ^ 2)) := by
  -- the integrand is dominated by a multiple of `1 / (1 + (x - p)^2)`
  have hint : Integrable
      (fun x : ℝ => 1 / (((x - p) ^ 2 + a ^ 2) * ((x - q) ^ 2 + b ^ 2))) := by
    refine ((integrable_inv_one_add_sq.comp_sub_right p).const_mul
      ((1 + a ^ 2) / (a ^ 2 * b ^ 2))).mono' ?_ (Eventually.of_forall fun x => ?_)
    · exact (Continuous.div continuous_const (by fun_prop)
        (fun x => by positivity)).aestronglyMeasurable
    · rw [Real.norm_of_nonneg (by positivity), ← div_eq_mul_inv, div_div,
        div_le_div_iff₀ (by positivity) (by positivity)]
      have h1 : a ^ 2 * (1 + (x - p) ^ 2) ≤ (1 + a ^ 2) * ((x - p) ^ 2 + a ^ 2) := by
        nlinarith [sq_nonneg (x - p), sq_nonneg (a ^ 2)]
      have h2 : b ^ 2 ≤ (x - q) ^ 2 + b ^ 2 := by linarith [sq_nonneg (x - q)]
      have h3 := mul_le_mul h1 h2 (by positivity) (by positivity)
      linarith
  -- a primitive with limits `K t` at the two ends gives the integral `K π`
  have key : ∀ (F : ℝ → ℝ) (K : ℝ),
      (∀ x, HasDerivAt F (1 / (((x - p) ^ 2 + a ^ 2) * ((x - q) ^ 2 + b ^ 2))) x) →
      (∀ l t, IsEnd l t → Tendsto F l (𝓝 (K * t))) →
      ∫ x : ℝ, 1 / (((x - p) ^ 2 + a ^ 2) * ((x - q) ^ 2 + b ^ 2)) = K * π := by
    intro F K hF hl
    rw [integral_of_hasDerivAt_of_tendsto hF hint (hl _ _ isEnd_both.2) (hl _ _ isEnd_both.1)]
    ring
  have hS : ∀ s c x : ℝ, HasDerivAt (fun x => (x - s) ^ 2 + c ^ 2) (2 * (x - s)) x := by
    intro s c x
    exact ((((hasDerivAt_id' x).sub_const s).fun_pow 2).add_const (c ^ 2)).congr_deriv
      (by norm_num)
  have hA : ∀ s c x : ℝ, 0 < c →
      HasDerivAt (fun x => Real.arctan ((x - s) / c) / c) (1 / ((x - s) ^ 2 + c ^ 2)) x := by
    intro s c x hc
    refine ((((hasDerivAt_id' x).sub_const s).div_const c).arctan.div_const c).congr_deriv ?_
    have h : 1 + ((x - s) / c) ^ 2 = ((x - s) ^ 2 + c ^ 2) / c ^ 2 := by
      rw [div_pow, add_div, div_self (pow_ne_zero 2 hc.ne'), add_comm]
    have h' : (x - s) ^ 2 + c ^ 2 ≠ 0 := by positivity
    rw [h]
    field_simp
  have hu : ∀ s c x : ℝ, x ≠ 0 →
      (1 - s * x⁻¹) ^ 2 + (c * x⁻¹) ^ 2 = ((x - s) ^ 2 + c ^ 2) / x ^ 2 := by
    intro s c x hx
    have h : 1 - s * x⁻¹ = (x - s) * x⁻¹ := by rw [sub_mul, mul_inv_cancel₀ hx]
    rw [h, mul_pow, mul_pow, ← add_mul, inv_pow, div_eq_mul_inv]
  have hs : (p - q) ^ 2 + (a + b) ^ 2 ≠ 0 := by positivity
  by_cases hr : (p - q) ^ 2 + (a - b) ^ 2 = 0
  · -- coincident resonances
    have h1 : (p - q) ^ 2 = 0 := by linarith [sq_nonneg (p - q), sq_nonneg (a - b)]
    have h2 : (a - b) ^ 2 = 0 := by linarith [sq_nonneg (p - q), sq_nonneg (a - b)]
    have hq : q = p := (sub_eq_zero.1 (pow_eq_zero_iff two_ne_zero |>.1 h1)).symm
    have hba : b = a := (sub_eq_zero.1 (pow_eq_zero_iff two_ne_zero |>.1 h2)).symm
    refine (key (fun x => ((x - p) / ((x - p) ^ 2 + a ^ 2) +
      Real.arctan ((x - p) / a) / a) / (2 * a ^ 2)) (1 / a / (2 * a ^ 2)) ?_ ?_).trans ?_
    · intro x
      have hP : (x - p) ^ 2 + a ^ 2 ≠ 0 := by positivity
      refine (((((hasDerivAt_id' x).sub_const p).fun_div (hS p a x) hP).fun_add
        (hA p a x ha)).div_const (2 * a ^ 2)).congr_deriv ?_
      rw [hq, hba]
      field_simp
      ring
    · intro l t e
      have hc : ContinuousAt
          (fun u : ℝ => (1 - p * u) * u / ((1 - p * u) ^ 2 + (a * u) ^ 2)) 0 :=
        ContinuousAt.div (by fun_prop) (by fun_prop) (by simp)
      have h0 : Tendsto (fun u : ℝ => (1 - p * u) * u / ((1 - p * u) ^ 2 + (a * u) ^ 2))
          (𝓝 0) (𝓝 0) := by simpa using hc.tendsto
      have h3 : Tendsto (fun x => (x - p) / ((x - p) ^ 2 + a ^ 2)) l (𝓝 0) := by
        refine (h0.comp e.1).congr' ?_
        filter_upwards [e.2.1] with x hx
        have h4 : (1 - p * x⁻¹) * x⁻¹ = (x - p) / x ^ 2 := by field_simp
        rw [Function.comp_apply, hu p a x hx, h4,
          div_div_div_cancel_right₀ (pow_ne_zero 2 hx)]
      have hv : 1 / a / (2 * a ^ 2) * t = (0 + t / a) / (2 * a ^ 2) := by ring
      rw [hv]
      exact (h3.add ((e.2.2 p a ha).div_const a)).div_const _
    · rw [hq, hba, sub_self]
      field_simp
      ring
  · -- distinct resonances: partial fractions
    refine (key (fun x => ((p - q) * (Real.log ((x - q) ^ 2 + b ^ 2) -
        Real.log ((x - p) ^ 2 + a ^ 2)) +
      ((p - q) ^ 2 + b ^ 2 - a ^ 2) * (Real.arctan ((x - p) / a) / a) +
      ((p - q) ^ 2 + a ^ 2 - b ^ 2) * (Real.arctan ((x - q) / b) / b)) /
        (((p - q) ^ 2 + (a + b) ^ 2) * ((p - q) ^ 2 + (a - b) ^ 2)))
      ((((p - q) ^ 2 + b ^ 2 - a ^ 2) / a + ((p - q) ^ 2 + a ^ 2 - b ^ 2) / b) /
        (((p - q) ^ 2 + (a + b) ^ 2) * ((p - q) ^ 2 + (a - b) ^ 2))) ?_ ?_).trans ?_
    · intro x
      have hP : (x - p) ^ 2 + a ^ 2 ≠ 0 := by positivity
      have hQ : (x - q) ^ 2 + b ^ 2 ≠ 0 := by positivity
      refine ((((((hS q b x).log hQ).fun_sub ((hS p a x).log hP)).const_mul (p - q)).fun_add
        ((hA p a x ha).const_mul _)).fun_add ((hA q b x hb).const_mul _)).div_const _
        |>.congr_deriv ?_
      field_simp
      ring
    · intro l t e
      have hlog : ∀ s c : ℝ, 0 < c →
          Tendsto (fun x => Real.log ((x - s) ^ 2 + c ^ 2) - Real.log (x ^ 2)) l (𝓝 0) := by
        intro s c hc
        have h1 : ContinuousAt (fun u : ℝ => Real.log ((1 - s * u) ^ 2 + (c * u) ^ 2)) 0 :=
          ContinuousAt.log (by fun_prop) (by simp)
        have h0 : Tendsto (fun u : ℝ => Real.log ((1 - s * u) ^ 2 + (c * u) ^ 2))
            (𝓝 0) (𝓝 0) := by simpa using h1.tendsto
        refine (h0.comp e.1).congr' ?_
        filter_upwards [e.2.1] with x hx
        have h2 : (x - s) ^ 2 + c ^ 2 ≠ 0 := by positivity
        rw [Function.comp_apply, hu s c x hx, Real.log_div h2 (pow_ne_zero 2 hx)]
      have H := (((((hlog q b hb).sub (hlog p a ha)).const_mul (p - q)).add
        (((e.2.2 p a ha).div_const a).const_mul ((p - q) ^ 2 + b ^ 2 - a ^ 2))).add
        (((e.2.2 q b hb).div_const b).const_mul ((p - q) ^ 2 + a ^ 2 - b ^ 2))).div_const
        (((p - q) ^ 2 + (a + b) ^ 2) * ((p - q) ^ 2 + (a - b) ^ 2))
      convert H using 1
      · funext x
        ring
      · congr 1
        ring
    · field_simp
      ring

/-- Convolving two Lorentzians of positive half-widths adds the half-widths. -/
theorem lorentzian_convolution {a b : ℝ} (ha : 0 < a) (hb : 0 < b) (p q : ℝ) :
    ∫ x : ℝ, lorentzian a (x - p) * lorentzian b (x - q) = lorentzian (a + b) (p - q) := by
  have h : ∀ x : ℝ, lorentzian a (x - p) * lorentzian b (x - q) =
      a * b / π ^ 2 * (1 / (((x - p) ^ 2 + a ^ 2) * ((x - q) ^ 2 + b ^ 2))) := by
    intro x
    unfold lorentzian
    rw [div_mul_div_comm, div_mul_div_comm, mul_one]
    congr 1
    ring
  have hs : (p - q) ^ 2 + (a + b) ^ 2 ≠ 0 := by positivity
  simp only [h]
  rw [integral_const_mul, integral_resonances ha hb]
  unfold lorentzian
  field_simp
```

## Nonzero velocities: both bands disperse

For $v\ne0$, taking $v^2$ out of the denominator gives $L_g(vx)=L_{g/|v|}(x)/|v|$. Since $E-v_ik=-v_i(k-E/v_i)$, and likewise for the final band, the convolution rule gives

$$I(E)=\frac{1}{|v_iv_f|}L_G\Big(\frac E{v_i}-\frac{E+w}{v_f}\Big),\qquad G=\frac{g_i}{|v_i|}+\frac{g_f}{|v_f|}.$$

This is `photocurrent_eq`, for all real `w` and `E`; its local `hk` performs the rescaling. If only $v_i$ is zero, the right-hand side divides by zero, though direct integration still gives $L_{g_i}(E)/|v_f|$.

```lean
/-- Multiplying the detuning by a nonzero `v` divides the half-width and the weight by `|v|`. -/
theorem lorentzian_scale {g v : ℝ} (hg : 0 < g) (hv : v ≠ 0) (x : ℝ) :
    lorentzian g (v * x) = 1 / |v| * lorentzian (g / |v|) x := by
  have h : 0 < |v| := abs_pos.2 hv
  unfold lorentzian
  rw [mul_pow, ← sq_abs v]
  generalize |v| = c at h ⊢
  have h1 : x ^ 2 + (g / c) ^ 2 = (c ^ 2 * x ^ 2 + g ^ 2) / c ^ 2 := by field_simp
  have h2 : c ^ 2 * x ^ 2 + g ^ 2 ≠ 0 := by positivity
  rw [h1]
  field_simp

/-- For positive half-widths and nonzero velocities, the photocurrent is a single Lorentzian in
the mismatch of the two wave numbers, with half-width `gi/|vi| + gf/|vf|`. -/
theorem photocurrent_eq {gi gf vi vf : ℝ} (hgi : 0 < gi) (hgf : 0 < gf)
    (hvi : vi ≠ 0) (hvf : vf ≠ 0) (w E : ℝ) :
    photocurrent gi gf vi vf w E =
      lorentzian (gi / |vi| + gf / |vf|) (E / vi - (E + w) / vf) / |vi * vf| := by
  -- each spectral function, rewritten as a Lorentzian in the wave number
  have hk : ∀ g v e k : ℝ, 0 < g → v ≠ 0 →
      lorentzian g (e - v * k) = 1 / |v| * lorentzian (g / |v|) (k - e / v) := by
    intro g v e k hg hv
    have h := lorentzian_scale hg (neg_ne_zero.2 hv) (k - e / v)
    rw [abs_neg] at h
    rw [← h]
    congr 1
    field_simp
    ring
  have h : ∀ k : ℝ, lorentzian gi (E - vi * k) * lorentzian gf (E + w - vf * k) =
      1 / |vi| * (1 / |vf|) * (lorentzian (gi / |vi|) (k - E / vi) *
        lorentzian (gf / |vf|) (k - (E + w) / vf)) := by
    intro k
    rw [hk gi vi E k hgi hvi, hk gf vf (E + w) k hgf hvf]
    ring
  unfold photocurrent
  simp only [h]
  rw [integral_const_mul, lorentzian_convolution (div_pos hgi (abs_pos.2 hvi))
    (div_pos hgf (abs_pos.2 hvf)), abs_mul]
  ring
```

## Distinct velocities: a peak in energy

The mismatch equals $(1/v_i-1/v_f)(E-E_0)$, with $E_0=v_iw/(v_f-v_i)$. For $v_i\neq v_f$, a second rescaling gives

$$I(E)=\frac{L_\Gamma(E-E_0)}{|v_i-v_f|},\qquad \Gamma=\frac{G}{|1/v_i-1/v_f|}=\frac{g_i|v_f|+g_f|v_i|}{|v_f-v_i|}.$$

In `photocurrent_lineshape`, `hlin` is the linear mismatch and `habs` combines the prefactors. With equal velocities the mismatch is $-w/v_i$, so the current is constant in $E$ and there is no peak.

$\Gamma$ is the normal-emission form of the Smith–Thiry–Petroff width. At a fixed oblique angle, parallel momentum changes with energy and adds angle-dependent terms.

```lean
/-- For positive half-widths and nonzero, distinct velocities, the photocurrent as a function of
energy is a Lorentzian about the direct transition with the Smith-Thiry-Petroff half-width. -/
theorem photocurrent_lineshape {gi gf vi vf : ℝ} (hgi : 0 < gi) (hgf : 0 < gf)
    (hvi : vi ≠ 0) (hvf : vf ≠ 0) (hne : vi ≠ vf) (w E : ℝ) :
    photocurrent gi gf vi vf w E =
      1 / |vi - vf| * lorentzian (stpWidth gi gf vi vf) (E - transitionEnergy vi vf w) := by
  have hs : 1 / vi - 1 / vf ≠ 0 := by
    intro h
    exact hne (by simpa using sub_eq_zero.1 h)
  have hd : vf - vi ≠ 0 := sub_ne_zero.2 hne.symm
  have hG : 0 < gi / |vi| + gf / |vf| :=
    add_pos (div_pos hgi (abs_pos.2 hvi)) (div_pos hgf (abs_pos.2 hvf))
  -- the wave-number mismatch is linear in the energy
  have hlin : E / vi - (E + w) / vf =
      (1 / vi - 1 / vf) * (E - transitionEnergy vi vf w) := by
    unfold transitionEnergy
    field_simp
    ring
  have habs : |vi - vf| = |1 / vi - 1 / vf| * |vi * vf| := by
    rw [← abs_mul, abs_sub_comm]
    congr 1
    field_simp
  rw [photocurrent_eq hgi hgf hvi hvf, hlin, lorentzian_scale hG hs, habs]
  unfold stpWidth
  ring
```

The current is half its value at $E_0$ exactly when $(E-E_0)^2+\Gamma^2=2\Gamma^2$, that is, $|E-E_0|=\Gamma$. The proof cancels the nonzero prefactor and compares denominators.

```lean
/-- For positive half-widths and nonzero, distinct velocities, the photocurrent is half its value
at the direct transition exactly one Smith-Thiry-Petroff half-width away from it. -/
theorem photocurrent_half_iff {gi gf vi vf : ℝ} (hgi : 0 < gi) (hgf : 0 < gf)
    (hvi : vi ≠ 0) (hvf : vf ≠ 0) (hne : vi ≠ vf) (w E : ℝ) :
    photocurrent gi gf vi vf w E =
        photocurrent gi gf vi vf w (transitionEnergy vi vf w) / 2 ↔
      |E - transitionEnergy vi vf w| = stpWidth gi gf vi vf := by
  have hs : 1 / vi - 1 / vf ≠ 0 := by
    intro h
    exact hne (by simpa using sub_eq_zero.1 h)
  have hg : 0 < stpWidth gi gf vi vf :=
    div_pos (add_pos (div_pos hgi (abs_pos.2 hvi)) (div_pos hgf (abs_pos.2 hvf)))
      (abs_pos.2 hs)
  have hc : 1 / |vi - vf| ≠ 0 := one_div_ne_zero (abs_ne_zero.2 (sub_ne_zero.2 hne))
  rw [photocurrent_lineshape hgi hgf hvi hvf hne w E,
    photocurrent_lineshape hgi hgf hvi hvf hne w (transitionEnergy vi vf w),
    sub_self, mul_div_assoc, mul_right_inj' hc]
  generalize stpWidth gi gf vi vf = g at hg ⊢
  generalize E - transitionEnergy vi vf w = x
  have e : lorentzian g 0 / 2 = g / (π * (2 * g ^ 2)) := by
    unfold lorentzian
    rw [div_div]
    congr 1
    ring
  rw [e]
  unfold lorentzian
  constructor
  · intro h
    rw [div_eq_div_iff (by positivity) (by positivity)] at h
    have h1 := mul_left_cancel₀ Real.pi_ne_zero (mul_left_cancel₀ hg.ne' h)
    have h2 := (sq_eq_sq_iff_abs_eq_abs x g).1 (by linarith)
    rwa [abs_of_pos hg] at h2
  · intro h
    have h1 : x ^ 2 = g ^ 2 := by rw [← sq_abs, h]
    rw [h1, two_mul]
```

Suppose the slopes and $g_f$ are known independently, for example from calculated bands and a final-state damping model, and that other sources of broadening are negligible or have been removed. Within this model, the half-width fitted to a normal-emission peak then gives $g_i=(\Gamma|v_f-v_i|-g_f|v_i|)/|v_f|$; the opening numbers return $(0.24\cdot5-1)/4=0.05$ eV.

As $v_i\to0$ through nonzero values at fixed $v_f\ne0$, the last expression for $\Gamma$ tends to $g_i$. `stpWidth_tendsto` proves this by rewriting the width in that form, which is continuous at zero. For a nearly flat initial band, the peak width approaches the hole's own.

```lean
/-- As the initial band becomes flat, at fixed nonzero final velocity, the
Smith-Thiry-Petroff half-width tends to the initial-state half-width. -/
theorem stpWidth_tendsto (gi gf : ℝ) {vf : ℝ} (hvf : vf ≠ 0) :
    Tendsto (fun vi => stpWidth gi gf vi vf) (𝓝[≠] 0) (𝓝 gi) := by
  have hc : ContinuousAt (fun v : ℝ => (gi * |vf| + gf * |v|) / |vf - v|) 0 :=
    ContinuousAt.div (continuous_const.add (continuous_const.mul continuous_abs)).continuousAt
      (continuous_const.sub continuous_id).abs.continuousAt (by simpa using hvf)
  have h0 : Tendsto (fun v : ℝ => (gi * |vf| + gf * |v|) / |vf - v|) (𝓝[≠] 0)
      (𝓝 ((gi * |vf| + gf * |(0 : ℝ)|) / |vf - 0|)) :=
    hc.tendsto.mono_left nhdsWithin_le_nhds
  have e : (gi * |vf| + gf * |(0 : ℝ)|) / |vf - 0| = gi := by
    rw [abs_zero, mul_zero, add_zero, sub_zero, mul_div_cancel_right₀ _ (abs_ne_zero.2 hvf)]
  rw [e] at h0
  refine h0.congr' ?_
  filter_upwards [self_mem_nhdsWithin,
    nhdsWithin_le_nhds (isOpen_ne.mem_nhds hvf.symm)] with v hv hv'
  have hv0 : v ≠ 0 := hv
  have h1 : |v| ≠ 0 := abs_ne_zero.2 hv0
  have h2 : |vf| ≠ 0 := abs_ne_zero.2 hvf
  have h3 : |vf - v| ≠ 0 := abs_ne_zero.2 (sub_ne_zero.2 (Ne.symm hv'))
  have h4 : |1 / v - 1 / vf| = |vf - v| / (|v| * |vf|) := by
    rw [← abs_mul, ← abs_div]
    congr 1
    field_simp
  unfold stpWidth
  rw [h4]
  field_simp

end

end PhotoemissionLinewidth
```

```lean
#print axioms PhotoemissionLinewidth.photocurrent_eq
-- 'PhotoemissionLinewidth.photocurrent_eq' depends on axioms: [propext, Classical.choice, Quot.sound]
#print axioms PhotoemissionLinewidth.photocurrent_half_iff
-- 'PhotoemissionLinewidth.photocurrent_half_iff' depends on axioms: [propext, Classical.choice, Quot.sound]
#print axioms PhotoemissionLinewidth.stpWidth_tendsto
-- 'PhotoemissionLinewidth.stpWidth_tendsto' depends on axioms: [propext, Classical.choice, Quot.sound]
```
